# Even degeneracy of Bloch levels under an antiunitary symmetry that squares to −1

Time reversal conjugates complex amplitudes, so no matrix alone can represent a screw rotation combined with time reversal. We describe the combined operation by a matrix $U$ that acts after complex conjugation. At a fixed wave vector $k$ on the zone face, a Bloch state is a column $v$ of finitely many complex orbital amplitudes, and the operation is

$$\Theta v = U\bar v ,$$

where the bar denotes entrywise conjugation. The Bloch Hamiltonian at that $k$ is a Hermitian matrix $H$.

Two conditions carry the crystal physics. The first, $U\bar U=-1$, says that $\Theta^2=-1$. For spinless electrons, time reversal squares to $1$ and a twofold screw along $z$ squares to a translation by one lattice period $c$. This translation multiplies a Bloch state by a phase, which equals $-1$ on the face $k_z=\pi/c$. The second, $HU=U\bar H$, says that $\Theta$ commutes with $H$. It can hold at every point of the face, because the operation reverses only $k_z$, and $-\pi/c$ and $\pi/c$ differ by a reciprocal lattice vector. Both conditions are assumed below, not derived from a space group.

## Orthogonal partners and even multiplets

Let $U$ be unitary with $U\bar U=-1$, let $H$ be Hermitian with $HU=U\bar H$, and let $Hv=Ev$ with $v\neq0$. Then $\Theta v$ is non-zero, has the same energy $E$, and is orthogonal to $v$. Moreover, every eigenspace of $H$ has even dimension.

**The partner is non-zero.** Applying the operation twice gives

$$\Theta^2v=U\,\overline{U\bar v}=U\bar U v=-v .$$

If $\Theta v$ were zero, then $-v=\Theta(\Theta v)=\Theta 0=0$, which contradicts $v\ne0$.

**The partner is orthogonal.** Multiply $U\bar U=-1$ on the left by $U^\dagger$. Since $U^\dagger U=1$, this gives $\bar U=-U^\dagger$, and conjugating both sides gives $U=-U^T$. The matrix is antisymmetric. Now write $x=\bar v$, so that $v^\dagger\Theta v=x^TUx$. A number equals its own transpose, hence

$$x^TUx=x^TU^Tx=-x^TUx ,$$

and the overlap vanishes. This holds for every state, whether or not it is an eigenvector.

**The energy is the same.** Hermiticity gives $\bar E\,v^\dagger v=(Hv)^\dagger v=v^\dagger Hv=E\,v^\dagger v$. Since $v^\dagger v\neq0$, $E$ is real. Then

$$H\Theta v=HU\bar v=U\bar H\bar v=U\,\overline{Hv}=\bar E\,U\bar v=E\,\Theta v .$$

**The dimension is even.** One orthogonal partner shows that a level is at least doubly degenerate, but it does not yet exclude threefold degeneracy. Let $W$ be a subspace of dimension $d$ that $\Theta$ maps into itself, with basis $b_j$, and write $\Theta b_j=\sum_i M_{ij}b_i$. Since $\Theta$ conjugates coefficients,

$$-b_j=\Theta^2b_j=\sum_i\overline{M_{ij}}\,\Theta b_i=\sum_k (M\bar M)_{kj}\,b_k .$$

Comparing coefficients gives $M\bar M=-1$, and taking determinants gives $|\det M|^2=(-1)^d$. The left side is not negative, so $d$ is even. By the previous step each eigenspace of $H$ is such a subspace.

The smallest non-trivial case has two orbitals, because a single orbital would need a number $u$ with $|u|^2=-1$. For two orbitals an antisymmetric unitary $U$ is a phase times $\begin{pmatrix}0&-1\\1&0\end{pmatrix}$, and $HU=U\bar H$ then forces $H$ to be a real multiple of the identity. The whole spectrum is one double level.

If the Hamiltonian is symmetric under time reversal, the same argument gives Kramers degeneracy for one electron with spin ½ at a wave vector that time reversal maps to an equivalent one. There $\Theta$ is time reversal itself, whose square is $-1$ because of the spin and not because of a Bloch phase.

## Conjugation and the square of the operation

The finite type `n` labels the orbitals, and a state is a function `n → ℂ`.

In Lean 4 with Mathlib:

```lean
import Mathlib

open Matrix
open scoped ComplexOrder

namespace BandSticking

variable {n : Type*} [Fintype n] [DecidableEq n]
```

The operation $\Theta$ becomes `theta U`. For a vector, `star v` is the entrywise conjugate, and `*ᵥ` is the product of a matrix with a vector.

```lean
/-- The operation `theta U` on orbital amplitudes, antiunitary when `U` is unitary: complex
conjugation followed by the matrix `U`. -/
def theta (U : Matrix n n ℂ) (v : n → ℂ) : n → ℂ := U *ᵥ star v
```

For matrices, `A.map star` is the entrywise conjugate $\bar A$, whereas `Aᴴ` is the adjoint $A^\dagger$. The first lemma is $\overline{Av}=\bar A\bar v$, read off entry by entry.

```lean
omit [DecidableEq n] in
/-- Conjugating a matrix-vector product conjugates both factors. -/
theorem star_mulVec_conj (A : Matrix n n ℂ) (v : n → ℂ) :
    star (A *ᵥ v) = A.map star *ᵥ star v := by
  ext i
  simp only [Pi.star_apply, Matrix.mulVec, dotProduct, Matrix.map_apply, star_sum, star_mul']
```

With it, $\Theta^2v=-v$ takes one chain of rewrites: conjugate the inner matrix-vector product, cancel the double conjugation, and insert $U\bar U=-1$.

```lean
/-- If `U conj(U) = -1`, applying the operation twice reverses the sign of every state. -/
theorem theta_theta {U : Matrix n n ℂ} (hU : U * U.map star = -1) (v : n → ℂ) :
    theta U (theta U v) = -v := by
  unfold theta
  rw [star_mulVec_conj, star_star, Matrix.mulVec_mulVec, hU, Matrix.neg_mulVec,
    Matrix.one_mulVec]
```

## Antisymmetry and the vanishing overlap

The expression `star v ⬝ᵥ w` is the inner product $v^\dagger w$, because `⬝ᵥ` itself does not conjugate. In the proof, `h2` is $\bar U=-U^\dagger$ and `hT` is $U^T=-U$. The last `h` states that the overlap equals its own negative, and `linear_combination` concludes that it is zero.

```lean
/-- If `U` is unitary and `U conj(U) = -1`, every state is orthogonal to its partner. -/
theorem orthogonal_partner {U : Matrix n n ℂ} (hu : U ∈ Matrix.unitaryGroup n ℂ)
    (hU : U * U.map star = -1) (v : n → ℂ) : star v ⬝ᵥ theta U v = 0 := by
  have h1 : Uᴴ * U = 1 := Matrix.mem_unitaryGroup_iff'.mp hu
  have h2 : U.map star = -Uᴴ := by
    calc U.map star = (Uᴴ * U) * U.map star := by rw [h1, one_mul]
      _ = -Uᴴ := by rw [mul_assoc, hU, mul_neg, mul_one]
  -- the matrix `U` is antisymmetric
  have hT : Uᵀ = -U := by
    ext i j
    change U j i = -U i j
    have h : star (U j i) = -star (U i j) := congrFun (congrFun h2 j) i
    have h' := congrArg star h
    simpa only [star_neg, star_star] using h'
  have h : star v ⬝ᵥ U *ᵥ star v = -(star v ⬝ᵥ U *ᵥ star v) := by
    calc star v ⬝ᵥ U *ᵥ star v = (Uᵀ *ᵥ star v) ⬝ᵥ star v := by
          rw [Matrix.mulVec_transpose, Matrix.dotProduct_mulVec]
      _ = -(star v ⬝ᵥ U *ᵥ star v) := by
          rw [hT, Matrix.neg_mulVec, neg_dotProduct, dotProduct_comm]
  unfold theta
  linear_combination (1 / 2 : ℂ) * h
```

## The partner's energy

The number `E` is allowed to be complex, and its reality is proved as `hE` from the two ways of evaluating $v^\dagger Hv$. The zero vector is treated first, since the division by $v^\dagger v$ needs $v\neq0$. The closing `calc` is the chain for $H\Theta v$ given above. Unitarity is not used.

```lean
omit [DecidableEq n] in
/-- If `H` is Hermitian and `H U = U conj(H)`, the partner of a solution of `H v = E v`
solves the same equation with the same `E`. -/
theorem partner_energy {U H : Matrix n n ℂ} (hH : H.IsHermitian)
    (hHU : H * U = U * H.map star) {E : ℂ} {v : n → ℂ} (hv : H *ᵥ v = E • v) :
    H *ᵥ theta U v = E • theta U v := by
  rcases eq_or_ne v 0 with rfl | hv0
  · simp [theta]
  -- the energy is real
  have hE : star E = E := by
    have h : star E * (star v ⬝ᵥ v) = E * (star v ⬝ᵥ v) := by
      calc star E * (star v ⬝ᵥ v) = star (H *ᵥ v) ⬝ᵥ v := by
            rw [hv, star_smul, smul_dotProduct, smul_eq_mul]
        _ = star v ⬝ᵥ H *ᵥ v := by
            rw [Matrix.star_mulVec, hH.eq, Matrix.dotProduct_mulVec]
        _ = E * (star v ⬝ᵥ v) := by rw [hv, dotProduct_smul, smul_eq_mul]
    exact mul_right_cancel₀ (fun h0 => hv0 (dotProduct_star_self_eq_zero.mp h0)) h
  unfold theta
  calc H *ᵥ U *ᵥ star v = U *ᵥ star (H *ᵥ v) := by
        rw [star_mulVec_conj, Matrix.mulVec_mulVec, Matrix.mulVec_mulVec, hHU]
    _ = E • U *ᵥ star v := by rw [hv, star_smul, hE, Matrix.mulVec_smul]
```

## The pairing theorem

The hypotheses of `band_sticking` are, in order: $U$ is unitary, $U\bar U=-1$, $H$ is Hermitian, $HU=U\bar H$, $v\neq0$, and $Hv=Ev$. The conclusion has three parts: the partner is non-zero, it solves the same eigenvalue equation, and its overlap with $v$ is zero.

The theorem concerns one matrix $H$, that is, one wave vector. Bands stick together over the whole face when the hypotheses hold at each of its points, possibly with a $U$ that depends on $k$. The model is non-interacting and its orbital basis is finite and orthonormal, so no overlap matrix appears. For a band calculation of this kind, a pair that splits on the face indicates that the Hamiltonian or the basis breaks the symmetry, apart from rounding.

```lean
/-- Band sticking: for unitary `U` with `U conj(U) = -1` and Hermitian `H` with
`H U = U conj(H)`, the partner `U conj(v)` of an eigenvector `v` is an eigenvector with the
same eigenvalue, orthogonal to `v`. -/
theorem band_sticking {U H : Matrix n n ℂ} (hu : U ∈ Matrix.unitaryGroup n ℂ)
    (hU : U * U.map star = -1) (hH : H.IsHermitian) (hHU : H * U = U * H.map star)
    {E : ℂ} {v : n → ℂ} (hv0 : v ≠ 0) (hv : H *ᵥ v = E • v) :
    theta U v ≠ 0 ∧ H *ᵥ theta U v = E • theta U v ∧ star v ⬝ᵥ theta U v = 0 := by
  refine ⟨fun h0 => hv0 ?_, partner_energy hH hHU hv, orthogonal_partner hu hU v⟩
  have h := theta_theta hU v
  rw [h0] at h
  have hz : theta U (0 : n → ℂ) = 0 := by simp [theta]
  exact neg_eq_zero.mp (h.symm.trans hz)
```

The proof takes energy and orthogonality from the two preceding lemmas, and obtains $\Theta v\neq0$ from $\Theta^2v=-v$.

## Even dimension from a determinant

Here `W` is any subspace that the operation maps into itself, and `Module.finrank ℂ W` is its complex dimension $d$. The matrix `M` collects the coordinates of $\Theta b_j$ in a basis of `W`, which need not be orthonormal. Most of the proof establishes `hMM`, the relation $M\bar M=-1$: `hs` moves $\Theta$ through the sum and conjugates the coefficients, and `b.repr` then compares coordinates. The remaining lines take determinants. If $d$ were odd, the squared modulus of $\det M$ would be $-1$, and `linarith` closes the proof with that contradiction.

```lean
/-- If `U conj(U) = -1`, every subspace of states that the operation maps into itself has
even dimension. -/
theorem even_finrank_of_invariant {U : Matrix n n ℂ} (hU : U * U.map star = -1)
    (W : Submodule ℂ (n → ℂ)) (hW : ∀ v ∈ W, theta U v ∈ W) :
    Even (Module.finrank ℂ W) := by
  let b := Module.finBasis ℂ W
  -- the matrix `M` of the operation in a basis of `W`
  obtain ⟨M, hM⟩ : ∃ M : Matrix (Fin (Module.finrank ℂ W)) (Fin (Module.finrank ℂ W)) ℂ,
      ∀ j, theta U (b j : n → ℂ) = ∑ i, M i j • (b i : n → ℂ) := by
    refine ⟨Matrix.of fun i j => b.repr ⟨theta U (b j), hW _ (b j).2⟩ i, fun j => ?_⟩
    have h := congrArg Subtype.val (b.sum_repr ⟨theta U (b j), hW _ (b j).2⟩)
    rw [Submodule.coe_sum] at h
    exact h.symm
  have hMM : M * M.map star = -1 := by
    ext k j
    have h : ∑ k, (M * M.map star) k j • (b k : n → ℂ) = -(b j : n → ℂ) := by
      have hs : theta U (∑ i, M i j • (b i : n → ℂ)) =
          ∑ i, star (M i j) • theta U (b i : n → ℂ) := by
        change U.mulVecLin (star (∑ i, M i j • (b i : n → ℂ))) =
          ∑ i, star (M i j) • U.mulVecLin (star (b i : n → ℂ))
        simp only [star_sum, star_smul, map_sum, map_smul]
      rw [← theta_theta hU (b j : n → ℂ), hM j, hs]
      simp only [hM, Matrix.mul_apply, Matrix.map_apply, Finset.sum_smul, Finset.smul_sum,
        smul_smul]
      rw [Finset.sum_comm]
      exact Finset.sum_congr rfl fun i _ => Finset.sum_congr rfl fun k _ => by rw [mul_comm]
    have h' : ∑ k, (M * M.map star) k j • b k = -(b j) :=
      Subtype.ext (by rw [Submodule.coe_sum]; exact h)
    have h2 : (b.repr (∑ k, (M * M.map star) k j • b k) : Fin _ → ℂ) =
        fun k => (M * M.map star) k j := b.repr_sum_self _
    rw [h', map_neg, b.repr_self] at h2
    refine (congrFun h2 k).symm.trans ?_
    rcases eq_or_ne k j with rfl | hkj
    · simp
    · simp [hkj]
  -- determinants: `|det M|² = (-1)^d`
  have hs : (M.map star).det = star M.det := by
    rw [← Matrix.det_conjTranspose, ← Matrix.det_transpose]
    rfl
  have hd := congrArg Matrix.det hMM
  rw [Matrix.det_mul, hs, Matrix.det_neg, Matrix.det_one, mul_one, Fintype.card_fin] at hd
  by_contra hodd
  rw [(Nat.not_even_iff_odd.mp hodd).neg_one_pow] at hd
  have h5 : ((Complex.normSq M.det : ℝ) : ℂ) = -1 := (Complex.mul_conj _).symm.trans hd
  have h6 : Complex.normSq M.det = -1 := by exact_mod_cast h5
  linarith [Complex.normSq_nonneg M.det]
```

For an eigenspace, the required invariance is exactly `partner_energy`. The next theorem holds for every complex `E`; when `E` is not an eigenvalue the eigenspace is zero and its dimension is $0$. Unitarity of $U$ is again not needed, since it serves only the orthogonality of partners.

```lean
/-- For `U conj(U) = -1` and Hermitian `H` with `H U = U conj(H)`, every eigenspace of `H`
has even dimension. -/
theorem even_degeneracy {U H : Matrix n n ℂ} (hU : U * U.map star = -1)
    (hH : H.IsHermitian) (hHU : H * U = U * H.map star) (E : ℂ) :
    Even (Module.finrank ℂ (Module.End.eigenspace H.mulVecLin E)) := by
  refine even_finrank_of_invariant hU _ fun v hv => ?_
  rw [Module.End.mem_eigenspace_iff] at hv ⊢
  exact partner_energy hH hHU hv
```

## Four orbitals that satisfy the conditions

A concrete model shows that the hypotheses are compatible with a Hamiltonian that has more than one level. It is an algebraic example and does not represent a particular crystal.

```lean
/-- A matrix `U` for four orbitals, exchanging them in two pairs with one sign change each. -/
def faceU : Matrix (Fin 4) (Fin 4) ℂ :=
  !![0, -1, 0, 0; 1, 0, 0, 0; 0, 0, 0, -1; 0, 0, 1, 0]

/-- A four-orbital Hamiltonian with imaginary hopping between the two pairs. -/
def faceH : Matrix (Fin 4) (Fin 4) ℂ :=
  !![0, 0, Complex.I, 0; 0, 0, 0, -Complex.I; -Complex.I, 0, 0, 0; 0, Complex.I, 0, 0]
```

The theorem below confirms the four conditions on $U$ and $H$ by checking matrix entries.

```lean
/-- The matrices `faceU` and `faceH` meet the four conditions that `band_sticking` places on `U` and
`H`. -/
theorem band_sticking_witness :
    faceU ∈ Matrix.unitaryGroup (Fin 4) ℂ ∧ faceU * faceU.map star = -1 ∧
      faceH.IsHermitian ∧ faceH * faceU = faceU * faceH.map star := by
  refine ⟨Matrix.mem_unitaryGroup_iff.mpr ?_, ?_, ?_, ?_⟩
  · ext i j
    fin_cases i <;> fin_cases j <;>
      simp [faceU, Matrix.mul_apply, Fin.sum_univ_four, Matrix.star_apply]
  · ext i j
    fin_cases i <;> fin_cases j <;> simp [faceU, Matrix.mul_apply, Fin.sum_univ_four]
  · change faceHᴴ = faceH
    ext i j
    fin_cases i <;> fin_cases j <;> simp [faceH, Matrix.conjTranspose_apply]
  · ext i j
    fin_cases i <;> fin_cases j <;> simp [faceU, faceH, Matrix.mul_apply, Fin.sum_univ_four]
```

The levels are quickly found by hand. Since $H^2=1$ and the trace of $H$ is zero, the energies are $+1$ and $-1$ in units of the magnitude of the hopping amplitude, each of them twofold. One normalised state at $E=+1$ is $v=(1,0,-i,0)/\sqrt2$, and its partner is $\Theta v=(0,1,0,i)/\sqrt2$.

## A single level when the square is +1

The last example changes the sign in $U\bar U=-1$ and keeps the other hypotheses. In the crystal this corresponds to the plane $k_z=0$, where the Bloch phase of the translation by $c$ is $+1$.

```lean
/-- The two-orbital matrix that exchanges the orbitals. -/
def swap : Matrix (Fin 2) (Fin 2) ℂ := !![0, 1; 1, 0]
```

With $U=H=$ `swap`, the equation $Hw=w$ has only the multiples of $(1,1)$ as solutions. The level at $E=1$ is therefore non-degenerate, with normalised state $(1,1)/\sqrt2$. The operation maps this state to itself, so it supplies no second state.

```lean
/-- The sign matters: with `U = H = swap` one has `U conj(U) = +1`, the other hypotheses
hold, and all solutions of `H w = w` are multiples of the single vector `(1, 1)`. -/
theorem no_sticking_for_plus_sign :
    swap ∈ Matrix.unitaryGroup (Fin 2) ℂ ∧ swap * swap.map star = 1 ∧
      swap.IsHermitian ∧ swap * swap = swap * swap.map star ∧
      ∀ w : Fin 2 → ℂ, swap *ᵥ w = w ↔ ∃ c : ℂ, w = c • ![1, 1] := by
  have hc : swap.map star = swap := by
    ext i j
    fin_cases i <;> fin_cases j <;> simp [swap]
  have hh : swapᴴ = swap := by
    ext i j
    fin_cases i <;> fin_cases j <;> simp [swap, Matrix.conjTranspose_apply]
  have h1 : swap * swap = 1 := by
    ext i j
    fin_cases i <;> fin_cases j <;> simp [swap, Matrix.mul_apply, Fin.sum_univ_two]
  refine ⟨Matrix.mem_unitaryGroup_iff.mpr ?_, by rw [hc, h1], hh, by rw [hc], fun w => ?_⟩
  · rw [Matrix.star_eq_conjTranspose, hh, h1]
  · constructor
    · intro h
      have h0 : w 1 = w 0 := by
        simpa [swap, Matrix.mulVec, dotProduct, Fin.sum_univ_two] using congrFun h 0
      refine ⟨w 0, ?_⟩
      ext i
      fin_cases i <;> simp [h0]
    · rintro ⟨c, rfl⟩
      ext i
      fin_cases i <;> simp [swap, Matrix.mulVec, dotProduct, Fin.sum_univ_two]

end BandSticking
```

In the proof, the first component of $Hw=w$ gives `w 1 = w 0`, which makes $w$ a multiple of $(1,1)$, and the converse is a direct substitution.

```lean
#print axioms BandSticking.band_sticking
#print axioms BandSticking.even_degeneracy
#print axioms BandSticking.no_sticking_for_plus_sign
```

```
'BandSticking.band_sticking' depends on axioms: [propext, Classical.choice, Quot.sound]
'BandSticking.even_degeneracy' depends on axioms: [propext, Classical.choice, Quot.sound]
'BandSticking.no_sticking_for_plus_sign' depends on axioms: [propext, Classical.choice, Quot.sound]
```
